# A y rotation as a z rotation between fixed quarter turns, for finite angular momentum matrices

Turn a spin 1/2 by an angle $\beta$. About the $z$ axis this is easy in the basis of spin up and spin down: the two amplitudes only pick up the phases $e^{-i\beta/2}$ and $e^{i\beta/2}$. About the $y$ axis the amplitudes mix. The mixing can be confined to a matrix that doesn't depend on $\beta$. A quarter turn about $y$ followed by a quarter turn about $z$ has the matrix

$$W=\frac1{\sqrt2}\begin{pmatrix}e^{-i\pi/4}&-e^{-i\pi/4}\\ e^{i\pi/4}&e^{i\pi/4}\end{pmatrix}.$$

Its columns are proportional to $(1,i)$ and $(1,-i)$, the states with spin up and spin down along $y$. Direct multiplication gives

$$W\begin{pmatrix}e^{-i\beta/2}&0\\0&e^{i\beta/2}\end{pmatrix}W^\dagger=\begin{pmatrix}\cos(\beta/2)&-\sin(\beta/2)\\ \sin(\beta/2)&\cos(\beta/2)\end{pmatrix},$$

which is the $y$ rotation. The problems below extend this to all finite square matrices that obey the angular momentum commutation relations, using those relations alone.

## Matrices, rotations and the two quarter turns

The matrices $J_x,J_y,J_z$ have complex entries, with rows and columns labelled by a finite set `n`. Units are such that $\hbar=1$.

```lean
import Mathlib

open Matrix
open Complex (I)
open scoped Real

namespace RotationByQuarterTurns

noncomputable section

variable {n : Type*} [Fintype n] [DecidableEq n]
```

The hypothesis `IsAngularMomentum` consists of three commutators, named `xy`, `yz` and `zx`. In Lean, `I` is the imaginary unit and `•` multiplies a matrix by a number. The matrices need be neither Hermitian nor irreducible, so several multiplets may sit side by side.

```lean
/-- The angular momentum commutation relations `[Jx, Jy] = i Jz` and cyclic permutations. -/
structure IsAngularMomentum (Jx Jy Jz : Matrix n n ℂ) : Prop where
  xy : Jx * Jy - Jy * Jx = I • Jz
  yz : Jy * Jz - Jz * Jy = I • Jx
  zx : Jz * Jx - Jx * Jz = I • Jy
```

Write $R_J(\theta)=e^{-i\theta J}$, and $R_y$, $R_z$ for the generators $J_y$, $J_z$. The Lean name is `rot`. The angle may be complex; a physical rotation has a real angle and Hermitian generators, and is then unitary.

```lean
/-- The rotation operator `exp(-i θ J)` generated by `J`, for a real or complex angle `θ`. -/
def rot (J : Matrix n n ℂ) (θ : ℂ) : Matrix n n ℂ :=
  NormedSpace.exp ((-(I * θ)) • J)
```

The general $W$ is `quarterTurns`. The factor on the right acts first.

```lean
/-- The fixed operator `W = exp(-i π Jz / 2) exp(-i π Jy / 2)`: a quarter turn about `y`
followed by a quarter turn about `z`. -/
def quarterTurns (Jy Jz : Matrix n n ℂ) : Matrix n n ℂ :=
  rot Jz (π / 2) * rot Jy (π / 2)
```

That the states of a given system really transform by these exponentials is a physical identification, which the commutators alone don't supply. Orbital angular momentum on the space of all wave functions is infinite-dimensional; the results apply to it after restriction to a finite set of complete multiplets.

## (a) The spin-1/2 matrices

Take

$$J_x=\tfrac12\begin{pmatrix}0&1\\1&0\end{pmatrix},\quad J_y=\tfrac12\begin{pmatrix}0&-i\\i&0\end{pmatrix},\quad J_z=\tfrac12\begin{pmatrix}1&0\\0&-1\end{pmatrix}.$$

Show that $[J_x,J_y]=iJ_z$, $[J_y,J_z]=iJ_x$ and $[J_z,J_x]=iJ_y$.

Multiplication gives $J_xJ_y=\tfrac i4\,\mathrm{diag}(1,-1)=\tfrac i2J_z$, and the opposite order gives $-\tfrac i2J_z$. The difference is $iJ_z$. In the same way $J_yJ_z=\tfrac i2J_x=-J_zJ_y$ and $J_zJ_x=\tfrac i2J_y=-J_xJ_z$, which yield the other two commutators.

The Lean proof compares the matrices entry by entry. The relations therefore have a solution in which the generators are not all zero.

```lean
/-- The spin-1/2 matrices satisfy the angular momentum commutation relations. -/
theorem isAngularMomentum_witness :
    IsAngularMomentum !![0, 1 / 2; 1 / 2, 0] !![0, -I / 2; I / 2, 0]
      !![1 / 2, 0; 0, -1 / 2] := by
  constructor <;> ext i j <;> fin_cases i <;> fin_cases j <;>
    simp [Complex.ext_iff] <;> norm_num
```

## (b) Successive turns about one axis

For any square matrix $J$ and angles $a,b$, show that

$$R_J(a+b)=R_J(a)R_J(b).$$

The exponents $-iaJ$ and $-ibJ$ are multiples of the same matrix, so they commute. For commuting exponents $e^{M}e^{N}=e^{M+N}$, and here the sum is $-i(a+b)J$. In the proof, `h` states that the exponents commute, and `Matrix.exp_add_of_commute` supplies the exponential law.

```lean
/-- Successive rotations with the same generator add their angles. -/
theorem rot_add (J : Matrix n n ℂ) (a b : ℂ) : rot J (a + b) = rot J a * rot J b := by
  have h : Commute ((-(I * a)) • J) ((-(I * b)) • J) :=
    ((Commute.refl J).smul_left _).smul_right _
  unfold rot
  rw [← Matrix.exp_add_of_commute _ _ h, ← add_smul,
    show -(I * (a + b)) = -(I * a) + -(I * b) by ring]
```

## (c) Turning back

Show that

$$R_J(\theta)R_J(-\theta)=1.$$

By (b) the product is $R_J(\theta-\theta)=R_J(0)=e^0=1$. The Lean proof takes the same route.

```lean
/-- The rotation by `-θ` undoes the rotation by `θ`. -/
theorem rot_mul_rot_neg (J : Matrix n n ℂ) (θ : ℂ) : rot J θ * rot J (-θ) = 1 := by
  rw [← rot_add, add_neg_cancel, rot, mul_zero, neg_zero, zero_smul, NormedSpace.exp_zero]
```

## (d) How a generator turns under a rotation

Let $A,B,C$ satisfy $[A,B]=iC$ and $[C,A]=iB$. Show that

$$R_A(\theta)\,B=(\cos\theta\,B+\sin\theta\,C)\,R_A(\theta).$$

Put $X=-iA$, so that $R_A(\theta)=e^{\theta X}$. The two commutators become

$$[X,B]=-i\,(iC)=C,\qquad [X,C]=-i\,[A,C]=-i\,(-iB)=-B.$$

Let $V(\theta)=\cos\theta\,B+\sin\theta\,C$. Then

$$V'(\theta)=-\sin\theta\,B+\cos\theta\,C=[X,V(\theta)].$$

Now rotate this combination back, setting $G(\theta)=e^{-\theta X}V(\theta)e^{\theta X}$. Since $X$ commutes with its own exponential,

$$G'(\theta)=e^{-\theta X}\bigl(-XV+[X,V]+VX\bigr)e^{\theta X}=0.$$

So $G(\theta)=G(0)=B$, that is, $R_A(-\theta)V(\theta)R_A(\theta)=B$. Multiplying from the left by $R_A(\theta)$ and using (c) gives the claim.

In Lean, `hXB` and `hXC` are the commutators with $X$, `hkey` is the equation of motion for $V$, and `halg` is the cancellation in $G'$. The step `hconst` differentiates the product and concludes that it is constant. It picks a matrix norm for the calculus; the statement contains no norm. The last lines set $V(0)=B$ and undo the backward rotation.

```lean
/-- If `[A, B] = i C` and `[C, A] = i B`, the rotation generated by `A` turns `B` into
`cos θ B + sin θ C`. -/
theorem rot_mul {A B C : Matrix n n ℂ} (hAB : A * B - B * A = I • C)
    (hCA : C * A - A * C = I • B) (θ : ℂ) :
    rot A θ * B = (Complex.cos θ • B + Complex.sin θ • C) * rot A θ := by
  obtain ⟨X, hX⟩ : ∃ X : Matrix n n ℂ, X = (-I) • A := ⟨_, rfl⟩
  have hXB : X * B - B * X = C := by
    rw [hX, smul_mul_assoc, mul_smul_comm, ← smul_sub, hAB, smul_smul]
    simp
  have hXC : X * C - C * X = -B := by
    rw [hX, smul_mul_assoc, mul_smul_comm, ← smul_sub, ← neg_sub (C * A), hCA, smul_neg,
      smul_smul]
    simp
  obtain ⟨V, hV⟩ : ∃ V : ℂ → Matrix n n ℂ,
      V = fun t => Complex.cos t • B + Complex.sin t • C := ⟨_, rfl⟩
  -- the rotating combination obeys the equation of motion V' = [X, V]
  have hkey : ∀ t, (-Complex.sin t) • B + Complex.cos t • C = X * V t - V t * X := by
    intro t
    have h : X * V t - V t * X
        = Complex.cos t • (X * B - B * X) + Complex.sin t • (X * C - C * X) := by
      simp only [hV, mul_add, add_mul, mul_smul_comm, smul_mul_assoc, smul_sub]
      abel
    rw [h, hXB, hXC]
    module
  have halg : ∀ P Q v : Matrix n n ℂ,
      (P * (-X) * v + P * (X * v - v * X)) * Q + P * v * (X * Q) = 0 := by
    intro P Q v
    noncomm_ring
  -- rotated back, it does not depend on the angle
  have hconst : NormedSpace.exp (θ • (-X)) * V θ * NormedSpace.exp (θ • X)
      = NormedSpace.exp ((0 : ℂ) • (-X)) * V 0 * NormedSpace.exp ((0 : ℂ) • X) := by
    let : NormedRing (Matrix n n ℂ) := Matrix.linftyOpNormedRing
    let : NormedAlgebra ℂ (Matrix n n ℂ) := Matrix.linftyOpNormedAlgebra
    have hVd : ∀ t, HasDerivAt V (X * V t - V t * X) t := by
      intro t
      rw [← hkey t, hV]
      exact ((Complex.hasDerivAt_cos t).smul_const B).fun_add
        ((Complex.hasDerivAt_sin t).smul_const C)
    have hG : ∀ t : ℂ, HasDerivAt
        (fun u : ℂ => NormedSpace.exp (u • (-X)) * V u * NormedSpace.exp (u • X)) 0 t :=
      fun t => (((hasDerivAt_exp_smul_const (-X) t).fun_mul (hVd t)).fun_mul
        (hasDerivAt_exp_smul_const' X t)).congr_deriv (halg _ _ _)
    exact is_const_of_deriv_eq_zero (fun t => (hG t).differentiableAt)
      (fun t => (hG t).deriv) θ 0
  have hV0 : V 0 = B := by simp [hV]
  have hp : NormedSpace.exp (θ • X) = rot A θ :=
    congrArg NormedSpace.exp (by rw [hX]; module)
  have hm : NormedSpace.exp (θ • (-X)) = rot A (-θ) :=
    congrArg NormedSpace.exp (by rw [hX]; module)
  rw [zero_smul, zero_smul, NormedSpace.exp_zero, one_mul, mul_one, hV0, hp, hm] at hconst
  have hVθ : V θ = Complex.cos θ • B + Complex.sin θ • C := by rw [hV]
  rw [← hVθ, ← hconst, ← mul_assoc, ← mul_assoc, rot_mul_rot_neg, one_mul]
```

## (e) From z to x to y

Show that the two quarter turns satisfy

$$WJ_z=J_yW.$$

Use (d) at $\theta=\pi/2$, where the cosine vanishes and the sine is 1. With $(A,B,C)=(J_y,J_z,J_x)$ it gives $R_y(\pi/2)J_z=J_xR_y(\pi/2)$. With $(A,B,C)=(J_z,J_x,J_y)$ it gives $R_z(\pi/2)J_x=J_yR_z(\pi/2)$. Therefore

$$WJ_z=R_z(\tfrac\pi2)R_y(\tfrac\pi2)J_z=R_z(\tfrac\pi2)J_xR_y(\tfrac\pi2)=J_yR_z(\tfrac\pi2)R_y(\tfrac\pi2)=J_yW.$$

The two intermediate relations are `h1` and `h2`, and the final `rw` is this chain.

```lean
variable {Jx Jy Jz : Matrix n n ℂ}

/-- The two quarter turns carry the `z` component of angular momentum into the `y` component:
`W Jz = Jy W`. -/
theorem quarterTurns_mul (h : IsAngularMomentum Jx Jy Jz) :
    quarterTurns Jy Jz * Jz = Jy * quarterTurns Jy Jz := by
  -- the turn about y takes z to x, the turn about z takes x to y
  have h1 : rot Jy (π / 2) * Jz = Jx * rot Jy (π / 2) := by
    simpa using rot_mul h.yz h.xy (π / 2)
  have h2 : rot Jz (π / 2) * Jx = Jy * rot Jz (π / 2) := by
    simpa using rot_mul h.zx h.yz (π / 2)
  rw [quarterTurns, mul_assoc, h1, ← mul_assoc, h2, mul_assoc]
```

## (f) Undoing the quarter turns

Show that

$$W^{-1}=R_y(-\tfrac\pi2)\,R_z(-\tfrac\pi2).$$

Multiply $W$ from the right by the proposed inverse:

$$R_z(\tfrac\pi2)R_y(\tfrac\pi2)R_y(-\tfrac\pi2)R_z(-\tfrac\pi2)=R_z(\tfrac\pi2)R_z(-\tfrac\pi2)=1.$$

Both cancellations are (c). For square matrices a right inverse is the inverse, which is the content of `Matrix.inv_eq_right_inv`. No commutation relation between $J_y$ and $J_z$ is needed.

```lean
/-- The inverse of `W` consists of the two reversed quarter turns in the opposite order. -/
theorem quarterTurns_inv (Jy Jz : Matrix n n ℂ) :
    (quarterTurns Jy Jz)⁻¹ = rot Jy (-(π / 2)) * rot Jz (-(π / 2)) := by
  apply Matrix.inv_eq_right_inv
  rw [quarterTurns, mul_assoc, ← mul_assoc (rot Jy _), rot_mul_rot_neg, one_mul,
    rot_mul_rot_neg]
```

## (g) The y rotation by an arbitrary angle

Show that, for every angle $\beta$,

$$R_y(\beta)=W\,R_z(\beta)\,W^{-1}.$$

By (e), $WJ_zW^{-1}=J_y$, hence $W(-i\beta J_z)W^{-1}=-i\beta J_y$. For any matrix $M$ and any $k\ge0$, the inner factors in $(WMW^{-1})^k$ cancel to leave $WM^kW^{-1}$. Summing the exponential series gives $e^{WMW^{-1}}=We^MW^{-1}$. Setting $M=-i\beta J_z$ proves the claim.

In the theorem `rot_y_eq`, the argument `h` carries the three commutators and `β` is any complex number, real angles included. The proof establishes that $W$ is invertible (`hW`, `hU`), turns the exponent (`hJ`), and takes the similarity rule for the exponential from `Matrix.exp_conj`.

```lean
/-- In every finite-dimensional representation of the angular momentum relations, a rotation
about `y` is the rotation about `z` by the same angle, placed between fixed quarter turns:
`exp(-i β Jy) = W exp(-i β Jz) W⁻¹`. -/
theorem rot_y_eq (h : IsAngularMomentum Jx Jy Jz) (β : ℂ) :
    rot Jy β = quarterTurns Jy Jz * rot Jz β * (quarterTurns Jy Jz)⁻¹ := by
  have hW : quarterTurns Jy Jz * (quarterTurns Jy Jz)⁻¹ = 1 := by
    rw [quarterTurns_inv, quarterTurns, mul_assoc, ← mul_assoc (rot Jy _), rot_mul_rot_neg,
      one_mul, rot_mul_rot_neg]
  have hU : IsUnit (quarterTurns Jy Jz) := ⟨⟨_, _, hW, mul_eq_one_comm.mp hW⟩, rfl⟩
  have hJ : quarterTurns Jy Jz * ((-(I * β)) • Jz) * (quarterTurns Jy Jz)⁻¹
      = (-(I * β)) • Jy := by
    rw [mul_smul_comm, smul_mul_assoc, quarterTurns_mul h, mul_assoc, hW, mul_one]
  -- the exponential respects similarity
  unfold rot
  rw [← hJ, Matrix.exp_conj _ _ hU]
```

## (h) Euler angles with fixed y turns

Show that

$$R_z(\alpha)R_y(\beta)R_z(\gamma)=R_z(\alpha+\tfrac\pi2)\,R_y(\tfrac\pi2)\,R_z(\beta)\,R_y(-\tfrac\pi2)\,R_z(\gamma-\tfrac\pi2).$$

Insert (g) for the middle factor and write out $W$ and $W^{-1}$ with (f). The left side becomes

$$R_z(\alpha)R_z(\tfrac\pi2)\,R_y(\tfrac\pi2)R_z(\beta)R_y(-\tfrac\pi2)\,R_z(-\tfrac\pi2)R_z(\gamma).$$

By (b), the neighbouring $z$ rotations merge at each end. All three variable angles now belong to $z$ rotations. The Lean proof makes the same substitutions and then regroups the product.

```lean
/-- For matrices obeying the angular momentum relations, a rotation with Euler angles `α, β, γ`
is a product of three `z` rotations, separated by fixed quarter turns about `y`. -/
theorem euler_rotation (h : IsAngularMomentum Jx Jy Jz) (α β γ : ℂ) :
    rot Jz α * rot Jy β * rot Jz γ =
      rot Jz (α + π / 2) * rot Jy (π / 2) * rot Jz β * rot Jy (-(π / 2))
        * rot Jz (γ - π / 2) := by
  rw [rot_y_eq h β, quarterTurns_inv, quarterTurns, rot_add Jz α, sub_eq_neg_add,
    rot_add Jz _ γ]
  simp only [mul_assoc]
```

## (i) Matrix elements as sums of phases

Suppose that $J_z$ is diagonal with entries $m_k$. Show that

$$R_y(\beta)_{ij}=\sum_k W_{ik}\,e^{-i\beta m_k}\,(W^{-1})_{kj}.$$

The exponential of a diagonal matrix is taken entry by entry, so $R_z(\beta)$ is diagonal with entries $e^{-i\beta m_k}$. Writing out the product in (g) leaves a single sum, because the middle matrix is diagonal.

Here `hz` says that $J_z$ is diagonal, and `m` lists its entries. The subscripts `i`, `j`, `k` number basis states and need not be magnetic quantum numbers; the $i$ in the exponent is the imaginary unit. The step `hd` computes the diagonal exponential, and the remaining lines expand the matrix product. The coefficients $W_{ik}$ and $(W^{-1})_{kj}$ don't contain $\beta$.

```lean
/-- For matrices obeying the angular momentum relations, with `Jz` diagonal with entries `m k`,
each matrix element of the `y` rotation is a sum of the exponentials `exp(-i β m k)` with
coefficients taken from `W` and `W⁻¹`. -/
theorem rot_y_apply (h : IsAngularMomentum Jx Jy Jz) {m : n → ℂ}
    (hz : Jz = Matrix.diagonal m) (β : ℂ) (i j : n) :
    rot Jy β i j = ∑ k, quarterTurns Jy Jz i k * Complex.exp (-(I * β) * m k)
      * (quarterTurns Jy Jz)⁻¹ k j := by
  have hd : rot Jz β = Matrix.diagonal fun k => Complex.exp (-(I * β) * m k) := by
    rw [hz, rot, ← Matrix.diagonal_smul, Matrix.exp_diagonal]
    congr 1
    funext k
    rw [Complex.exp_eq_exp_ℂ]
    -- reading off one component commutes with the exponential
    exact NormedSpace.map_exp (Pi.evalRingHom (fun _ : n => ℂ) k) (continuous_apply k) _
  rw [rot_y_eq h β, hd, Matrix.mul_apply]
  refine Finset.sum_congr rfl fun k _ => ?_
  rw [Matrix.mul_diagonal]

end

end RotationByQuarterTurns
```

```lean
#print axioms RotationByQuarterTurns.euler_rotation
-- 'RotationByQuarterTurns.euler_rotation' depends on axioms: [propext, Classical.choice, Quot.sound]
#print axioms RotationByQuarterTurns.rot_y_apply
-- 'RotationByQuarterTurns.rot_y_apply' depends on axioms: [propext, Classical.choice, Quot.sound]
```

## Rotating orbitals of fixed l

In electronic structure work, the $2l+1$ orbitals on one atom that share a radial function and a fixed $l$ form a finite multiplet to which (i) applies. Take as basis the complex orbitals $|l,m\rangle$ with the standard phases, so that $J_z$ is diagonal, and for real $\beta$ let $d_{m'm}(\beta)$ be the matrix elements of $R_y(\beta)$, which are real. Separating the $z$ quarter turn from $W$ turns (i) into

$$d_{m'm}(\beta)=e^{-i\pi(m'-m)/2}\sum_{\mu=-l}^{l}d_{m'\mu}(\tfrac\pi2)\,e^{-i\beta\mu}\,d_{m\mu}(\tfrac\pi2).$$

A program can compute the table $d(\pi/2)$ once for each $l$. To rotate a vector of coefficients in this basis by a new $\beta$, it multiplies by phases, applies the transposed table, multiplies by $e^{-i\beta\mu}$, applies the table, and multiplies by phases again.

For the $p$ orbitals, $l=1$, the row $m'=0$ of the table has the entries $1/\sqrt2$, $0$, $-1/\sqrt2$ at $\mu=1,0,-1$. The sum gives

$$d_{00}(\beta)=\tfrac12e^{-i\beta}+\tfrac12e^{i\beta}=\cos\beta,$$

the overlap of a normalised $p_z$ orbital with its copy tilted by $\beta$ about the same centre.
